# The Wronskian at a sphere's surface of two regular radial waves in the same potential equals −2 times their energy difference times their overlap inside

For a single particle in a real radial potential `v`, which includes any centrifugal term, take a family of real radial waves that solve −u″/2 + vu = eu for 0 < r < R, one for each real energy e. The waves vanish at the origin and are jointly continuous in radius and energy, and each has a slope continuous in r on the whole of [0, R], both ends included. The theorem says that for the members u_a and u_b at energies a and b, the Wronskian u_a′u_b − u_au_b′ at R equals −2(a − b) times the integral of u_au_b from 0 to R. This integral is the raw overlap, since the waves need not be normalised. The attempt differentiates the Wronskian, where the potential cancels, then integrates from 0 to R and uses the condition at the origin to remove the lower boundary term.

In Lean, a first try:

```lean
import Mathlib

open Set Filter Topology Asymptotics MeasureTheory

namespace WronskianEqOverlap

noncomputable section

/-- A family of radial waves `u r e`, jointly continuous in radius and energy for `r` in `[0, R]`
and all real `e`, with radial slope `du r e` continuous in `r` at each energy up to the ends of
`[0, R]`, which vanish at the origin and solve `-u''/2 + v u = e u` inside the sphere. -/
structure IsRegularFamily (v : ℝ → ℝ) (R : ℝ) (u du : ℝ → ℝ → ℝ) : Prop where
  cont : ContinuousOn (fun p : ℝ × ℝ => u p.1 p.2) (Icc 0 R ×ˢ univ)
  cont_slope : ∀ e, ContinuousOn (fun r => du r e) (Icc 0 R)
  slope : ∀ e, ∀ r ∈ Ioo 0 R, HasDerivAt (fun s => u s e) (du r e) r
  schrodinger : ∀ e, ∀ r ∈ Ioo 0 R, ∃ ddu, HasDerivAt (fun s => du s e) ddu r ∧
    -ddu / 2 + v r * u r e = e * u r e
  origin : ∀ e, u 0 e = 0

variable {v w : ℝ → ℝ} {R : ℝ} {u du p dp : ℝ → ℝ → ℝ}

/-- The Wronskian at `R` of two regular solutions in the same potential is `-2` times their
energy difference times their overlap inside the sphere. -/
theorem wronskian_eq_overlap (hR : 0 < R) (h : IsRegularFamily v R u du) (a b : ℝ) :
    du R a * u R b - u R a * du R b
      = -2 * (a - b) * ∫ r in (0 : ℝ)..R, u r a * u r b := by
  have hc : ∀ e, ContinuousOn (fun r => u r e) (Icc 0 R) := fun e => by
    have hm : ContinuousOn (fun r : ℝ => (r, e)) (Icc 0 R) := by fun_prop
    exact h.cont.comp hm (fun r hr => ⟨hr, mem_univ _⟩)
  -- the potential cancels in the derivative of the Wronskian
  have hder : ∀ r ∈ Ioo 0 R, HasDerivAt (fun r => du r a * u r b - u r a * du r b)
      (-2 * (a - b) * (u r a * u r b)) r := by
    intro r hr
    obtain ⟨A, hA, eA⟩ := h.schrodinger a r hr
    obtain ⟨B, hB, eB⟩ := h.schrodinger b r hr
    refine ((hA.fun_mul (h.slope b r hr)).fun_sub
      ((h.slope a r hr).fun_mul hB)).congr_deriv ?_
    linear_combination (-2 * u r b) * eA + (2 * u r a) * eB
  have key := intervalIntegral.integral_eq_sub_of_hasDerivAt_of_le hR.le
    (((h.cont_slope a).mul (hc b)).sub ((hc a).mul (h.cont_slope b))) hder
    ((continuousOn_const.mul ((hc a).mul (hc b))).intervalIntegrable_of_Icc hR.le)
  rw [intervalIntegral.integral_const_mul] at key
  simp only [h.origin, mul_zero, zero_mul, sub_zero] at key
  exact key.symm

end

end WronskianEqOverlap
```

Lean reports:

```
Main.lean:43:2: error: `simp` made no progress
```

Cause. The message means that `simp only` found nothing in `key` to rewrite with the lemmas it was given. The trouble lies in the form of the function whose boundary values appear there. In the failing call, Lean takes that function from the continuity proof, where `.mul` and `.sub` build it as products and a difference of whole functions. Its value at 0 is then such a combination applied to 0, and the term `u 0 a` is not visible. `h.origin` therefore has nothing to match, and the listed lemmas do not include those that evaluate a product or difference of functions at a point. `hder` is still accepted, because the two forms are equal by definition.

The repair states the continuity proof separately as `hW`, with the function written out as `fun r => du r a * u r b - u r a * du r b`. Passing `hW` gives `key` that pointwise form, so evaluation at 0 exposes `u 0 a` and `u 0 b`, and the same `simp only` can remove the lower boundary term. The continuity argument itself is unchanged.

This version goes through:

```diff
@@ -37,6 +37,7 @@
       ((h.slope a r hr).fun_mul hB)).congr_deriv ?_
     linear_combination (-2 * u r b) * eA + (2 * u r a) * eB
-  have key := intervalIntegral.integral_eq_sub_of_hasDerivAt_of_le hR.le
-    (((h.cont_slope a).mul (hc b)).sub ((hc a).mul (h.cont_slope b))) hder
+  have hW : ContinuousOn (fun r => du r a * u r b - u r a * du r b) (Icc 0 R) :=
+    ((h.cont_slope a).mul (hc b)).sub ((hc a).mul (h.cont_slope b))
+  have key := intervalIntegral.integral_eq_sub_of_hasDerivAt_of_le hR.le hW hder
     ((continuousOn_const.mul ((hc a).mul (hc b))).intervalIntegrable_of_Icc hR.le)
   rw [intervalIntegral.integral_const_mul] at key
```
